# The series field $E_i = D/e_i$ is the unique energy minimiser of a finite stack of linear dielectric layers at fixed potential drop

A slab code that applies a sawtooth potential with drop $V$ over a cell of length $L$, and keeps the rest of the electrostatic potential periodic, has a nominal field $V/L$. A post-processing step that takes $V/L$ for the field in the vacuum and divides it by the relative permittivity $\varepsilon$ of a linear, uncharged slab without a permanent dipole gets both fields wrong whenever $\varepsilon \ne 1$ and $V \ne 0$. For such a slab of thickness $s$ with $\varepsilon = 4$, next to vacuum of the same thickness, that recipe gives $V/(2s)$ in the vacuum and $V/(8s)$ in the slab, and these add up to a drop of $5V/8$ and not $V$. The fields of least energy are $4V/(5s)$ and $V/(5s)$. Read backwards, the same recipe divides $V/L$ by the slab field and reports a permittivity of $5/2$ for a slab whose permittivity is $4$. The quantity that the permittivity divides is the displacement, which depends on the whole stack.

## Energy decomposition and lower bound

The stack consists of finitely many planar layers, at least one, labelled by $i$. Layer $i$ has thickness $d_i > 0$, relative permittivity $e_i > 0$, and carries a uniform field $E_i$ normal to the layers. The potential drop and the field energy of a field $E = (E_i)$ are

$$\mathcal V(E) = \sum_i d_i E_i, \qquad W(E) = \sum_i d_i e_i E_i^2 .$$

The elastance $S$, the displacement $D$ at a prescribed drop $V$, and the series field $E^\ast$ are

$$S = \sum_i \frac{d_i}{e_i}, \qquad D = \frac{V}{S}, \qquad E^\ast_i = \frac{D}{e_i}.$$

For every field $E$ with $\mathcal V(E) = V$,

$$W(E) = \frac{V^2}{S} + \sum_i d_i e_i \left(E_i - E^\ast_i\right)^2 .$$

Hence $W(E) \ge V^2/S$, and $E$ has the least energy among fields of drop $V$ if and only if $E = E^\ast$. In SI units the energy per area is $\tfrac12 \varepsilon_0 W$ with $\varepsilon_0$ the vacuum permittivity, the displacement is $\varepsilon_0 D$, and the capacitance per area is $\varepsilon_0/S$. These positive factors do not move the minimiser, and $D$ itself has the dimension of a field. For a single layer of thickness $d$ and permittivity $e$ the constraint already fixes the field to $V/d$, and $D = eV/d$.

## Fields in slab supercells with and without a dipole correction

In electronic-structure calculations on slabs the result gives the macroscopic fields of the supercell, within a model of linear, homogeneous, uncharged layers with sharp interfaces. For a slab of thickness $s$ and permittivity $\varepsilon$ next to vacuum of thickness $w$, the fields are $V/(s + \varepsilon w)$ in the slab and $\varepsilon V/(s + \varepsilon w)$ in the vacuum.

The drop $V$ has two common sources. One is the applied sawtooth. The other is a slab with a permanent dipole moment per area: the isolated slab has a potential step across it, periodicity forces a compensating drop $V$ of the same size across the cell, and this adds a spurious field $V/(s + \varepsilon w)$ inside the slab, which falls off only as $1/w$ when vacuum is added. A dipole correction inserts an opposite step in the vacuum. In the model this sets $V = 0$, where $D = 0$ and the minimiser is the zero field: the spurious field is gone, while the field that the permanent dipole itself produces inside the slab remains and is not part of the model. With an applied field and a dipole correction together, the vacuum field is the imposed quantity, which amounts to fixing $D$, and the field in a slab without a permanent dipole is $D/\varepsilon$.

A code that reports the out-of-plane permittivity of the whole cell reports, in this model, $L/S$ with $L = \sum_i d_i$. Recovering $\varepsilon$ from it means solving $S = s/\varepsilon + w$. Using the thickness-weighted arithmetic mean in place of $L/S$ never underestimates the cell permittivity, by the last inequality derived below.

## Completing the square layer by layer

Each term $d_i/e_i$ is positive and there is at least one, so $S > 0$ and $D$ is well defined. The series field has the required drop:

$$\mathcal V(E^\ast) = \sum_i d_i \frac{D}{e_i} = D S = V .$$

In a single layer, for any number $D$,

$$d_i e_i \left(E_i - \frac{D}{e_i}\right)^2 = d_i e_i E_i^2 - 2D\, d_i E_i + D^2 \frac{d_i}{e_i}.$$

Summing over the layers gives

$$\sum_i d_i e_i \left(E_i - \frac{D}{e_i}\right)^2 = W(E) - 2D\,\mathcal V(E) + D^2 S .$$

With $\mathcal V(E) = V$ and $D = V/S$, the last two terms are $-2V^2/S + V^2/S = -V^2/S$, and the left side is $W(E - E^\ast)$. This is the decomposition $W(E) = V^2/S + W(E - E^\ast)$. Setting $E = E^\ast$ removes the remainder, so $W(E^\ast) = V^2/S$.

The remainder is a sum of non-negative terms, so $W(F) \ge V^2/S = W(E^\ast)$ for every field $F$ of drop $V$, and $E^\ast$ is a minimiser. Conversely, let $E$ be a minimiser. Comparison with $E^\ast$ gives $V^2/S + W(E - E^\ast) \le V^2/S$, so the remainder is at most zero and therefore zero. Every term $d_i e_i (E_i - E^\ast_i)^2$ then vanishes, and $d_i e_i > 0$ forces $E_i = E^\ast_i$.

Four consequences follow. First, the series field has $e_i E^\ast_i = D$ in every layer. Conversely, if a field of drop $V$ has $e_i E_i = e_j E_j$ for all $i$ and $j$, then for fixed $i$

$$V = \sum_j d_j E_j = \sum_j d_j \frac{e_i E_i}{e_j} = e_i E_i S,$$

so $E_i = (V/S)/e_i$. Second, if layer $j$ has $e_j = 1$, then $E_j = D$ and $E_i = E_j/e_i$ for every $i$. Third, for slab and vacuum $S = s/\varepsilon + w = (s + \varepsilon w)/\varepsilon$, so $D = \varepsilon V/(s + \varepsilon w)$ is the vacuum field and $D/\varepsilon = V/(s + \varepsilon w)$ the slab field. Fourth, the uniform field $E_i = 1$ has drop $L$ and energy $\sum_i d_i e_i$, the bound at $V = L$ reads $L^2/S \le \sum_i d_i e_i$, and division by $L > 0$ gives

$$\frac{L}{S} \le \frac{\sum_i d_i e_i}{L}.$$

The thickness-weighted harmonic mean of the permittivities is at most their thickness-weighted arithmetic mean.

## The Lean file

```lean
import Mathlib

open Finset

namespace LayeredDielectric

noncomputable section

variable {ι : Type*} [Fintype ι]

/-- Potential drop `∑ dᵢ Eᵢ` across layers of thickness `dᵢ` carrying fields `Eᵢ`. -/
def voltage (d E : ι → ℝ) : ℝ := ∑ i, d i * E i

/-- Field energy `∑ dᵢ eᵢ Eᵢ²` of the stack, per area and without the factor one half. -/
def energy (d e E : ι → ℝ) : ℝ := ∑ i, d i * e i * E i ^ 2

/-- Series elastance `S = ∑ dᵢ / eᵢ`, the inverse capacitance per area of the stack. -/
def elastance (d e : ι → ℝ) : ℝ := ∑ i, d i / e i

/-- The displacement `D = V / S` at potential drop `V`. -/
def displacement (d e : ι → ℝ) (V : ℝ) : ℝ := V / elastance d e

/-- The series field, equal to `D / eᵢ` in layer `i`. -/
def seriesField (d e : ι → ℝ) (V : ℝ) : ι → ℝ := fun i => displacement d e V / e i

/-- `E` has potential drop `V` and the least energy among all fields with that drop. -/
def IsMinimiser (d e : ι → ℝ) (V : ℝ) (E : ι → ℝ) : Prop :=
  voltage d E = V ∧ ∀ F, voltage d F = V → energy d e E ≤ energy d e F

variable [Nonempty ι] {d e : ι → ℝ}

/-- The elastance of a nonempty stack with positive thicknesses and permittivities
is positive. -/
theorem elastance_pos (hd : ∀ i, 0 < d i) (he : ∀ i, 0 < e i) : 0 < elastance d e :=
  Finset.sum_pos (fun i _ => div_pos (hd i) (he i)) Finset.univ_nonempty

/-- The series field has potential drop `V`. -/
theorem voltage_seriesField (hd : ∀ i, 0 < d i) (he : ∀ i, 0 < e i) (V : ℝ) :
    voltage d (seriesField d e V) = V := by
  have hS := (elastance_pos hd he).ne'
  have h : voltage d (seriesField d e V) = displacement d e V * elastance d e := by
    unfold voltage seriesField elastance
    rw [Finset.mul_sum]
    exact Finset.sum_congr rfl fun i _ => by ring
  rw [h, displacement, div_mul_cancel₀ _ hS]

/-- The energy of a field with drop `V` is `V² / S` plus the energy of its deviation from
the series field. -/
theorem energy_decomposition (hd : ∀ i, 0 < d i) (he : ∀ i, 0 < e i) {V : ℝ} {E : ι → ℝ}
    (hE : voltage d E = V) :
    energy d e E = V ^ 2 / elastance d e + energy d e (E - seriesField d e V) := by
  have hS := (elastance_pos hd he).ne'
  -- expand the square in a single layer
  have h : ∀ D x a b : ℝ, b ≠ 0 →
      a * b * (x - D / b) ^ 2 = a * b * x ^ 2 - 2 * D * (a * x) + D ^ 2 * (a / b) := by
    intro D x a b hb
    field_simp
    ring
  -- sum over the layers, for any constant displacement `D`
  have hsum : ∀ D : ℝ, ∑ i, d i * e i * (E i - D / e i) ^ 2
      = energy d e E - 2 * D * voltage d E + D ^ 2 * elastance d e := by
    intro D
    unfold energy voltage elastance
    rw [Finset.mul_sum, Finset.mul_sum, ← Finset.sum_sub_distrib, ← Finset.sum_add_distrib]
    exact Finset.sum_congr rfl fun i _ => h D (E i) (d i) (e i) (he i).ne'
  have key : energy d e (E - seriesField d e V)
      = energy d e E - 2 * displacement d e V * voltage d E
        + displacement d e V ^ 2 * elastance d e := hsum _
  rw [key, hE, displacement]
  field_simp
  ring

/-- The series field has energy `V² / S`. -/
theorem energy_seriesField (hd : ∀ i, 0 < d i) (he : ∀ i, 0 < e i) (V : ℝ) :
    energy d e (seriesField d e V) = V ^ 2 / elastance d e := by
  rw [energy_decomposition hd he (voltage_seriesField hd he V), sub_self]
  simp [energy]

/-- A field minimises the energy at potential drop `V` exactly when it is the series field
`Eᵢ = D / eᵢ` with `D = V / ∑ dᵢ / eᵢ`. -/
theorem isMinimiser_iff (hd : ∀ i, 0 < d i) (he : ∀ i, 0 < e i) (V : ℝ) (E : ι → ℝ) :
    IsMinimiser d e V E ↔ E = seriesField d e V := by
  have hnn : ∀ (G : ι → ℝ), ∀ i ∈ (univ : Finset ι), 0 ≤ d i * e i * G i ^ 2 :=
    fun G i _ => mul_nonneg (mul_pos (hd i) (he i)).le (sq_nonneg _)
  constructor
  · rintro ⟨hE, hmin⟩
    -- compare with the series field: the deviation carries no energy
    have h1 := hmin _ (voltage_seriesField hd he V)
    rw [energy_seriesField hd he, energy_decomposition hd he hE] at h1
    have h2 : 0 ≤ energy d e (E - seriesField d e V) := Finset.sum_nonneg (hnn _)
    have h3 : ∑ i, d i * e i * (E - seriesField d e V) i ^ 2 = 0 :=
      le_antisymm (by
        have h4 : energy d e (E - seriesField d e V) ≤ 0 := by linarith
        exact h4) h2
    funext i
    have h5 := (Finset.sum_eq_zero_iff_of_nonneg (hnn _)).1 h3 i (mem_univ i)
    have h6 := (mul_eq_zero.1 h5).resolve_left (mul_pos (hd i) (he i)).ne'
    have h7 : (E - seriesField d e V) i = 0 := (pow_eq_zero_iff two_ne_zero).1 h6
    exact sub_eq_zero.1 h7
  · rintro rfl
    refine ⟨voltage_seriesField hd he V, fun F hF => ?_⟩
    rw [energy_seriesField hd he, energy_decomposition hd he hF]
    have h2 : 0 ≤ energy d e (F - seriesField d e V) := Finset.sum_nonneg (hnn _)
    linarith

/-- A field with drop `V` minimises the energy exactly when the displacement `eᵢ Eᵢ` is the
same in all layers. -/
theorem isMinimiser_iff_displacement_continuous (hd : ∀ i, 0 < d i) (he : ∀ i, 0 < e i)
    {V : ℝ} {E : ι → ℝ} (hE : voltage d E = V) :
    IsMinimiser d e V E ↔ ∀ i j, e i * E i = e j * E j := by
  rw [isMinimiser_iff hd he]
  constructor
  · intro h i j
    rw [h]
    unfold seriesField
    rw [mul_div_cancel₀ _ (he i).ne', mul_div_cancel₀ _ (he j).ne']
  · intro h
    funext i
    have hS := (elastance_pos hd he).ne'
    have hi := (he i).ne'
    -- the common displacement times the elastance is the potential drop
    have hV : V = e i * E i * elastance d e := by
      rw [← hE]
      unfold voltage elastance
      rw [Finset.mul_sum]
      refine Finset.sum_congr rfl fun j _ => ?_
      have hj := (he j).ne'
      rw [h i j]
      field_simp
    unfold seriesField displacement
    rw [hV]
    field_simp

/-- If layer `j` is vacuum, `eⱼ = 1`, then in the minimiser its field is `D` and the field in
any layer `i` is the vacuum field divided by `eᵢ`. -/
theorem vacuum_field_screening (hd : ∀ i, 0 < d i) (he : ∀ i, 0 < e i) {V : ℝ} {E : ι → ℝ}
    (hE : IsMinimiser d e V E) {j : ι} (hj : e j = 1) :
    E j = displacement d e V ∧ ∀ i, E i = E j / e i := by
  have h := (isMinimiser_iff hd he V E).1 hE
  have h1 : E j = displacement d e V := by
    rw [h]
    simp [seriesField, hj]
  refine ⟨h1, fun i => ?_⟩
  rw [h1, h]
  rfl

/-- For a slab of thickness `s` and permittivity `ε` next to vacuum of thickness `w`, the
minimiser has field `V / (s + ε w)` in the slab and `ε V / (s + ε w)` in the vacuum. -/
theorem slab_and_vacuum {s w ε : ℝ} (hs : 0 < s) (hw : 0 < w) (hε : 0 < ε) (V : ℝ)
    (E : Fin 2 → ℝ) :
    IsMinimiser ![s, w] ![ε, 1] V E ↔ E = ![V / (s + ε * w), ε * V / (s + ε * w)] := by
  have hd : ∀ i, 0 < (![s, w] : Fin 2 → ℝ) i := by
    intro i
    fin_cases i
    · exact hs
    · exact hw
  have he : ∀ i, 0 < (![ε, 1] : Fin 2 → ℝ) i := by
    intro i
    fin_cases i
    · exact hε
    · exact one_pos
  have hp : s + ε * w ≠ 0 := by positivity
  have hne := hε.ne'
  have hS : elastance ![s, w] ![ε, 1] = (s + ε * w) / ε := by
    unfold elastance
    rw [Fin.sum_univ_two]
    show s / ε + w / 1 = (s + ε * w) / ε
    field_simp
  have h0 : seriesField ![s, w] ![ε, 1] V 0 = V / (s + ε * w) := by
    unfold seriesField displacement
    rw [hS]
    show V / ((s + ε * w) / ε) / ε = V / (s + ε * w)
    field_simp
  have h1 : seriesField ![s, w] ![ε, 1] V 1 = ε * V / (s + ε * w) := by
    unfold seriesField displacement
    rw [hS]
    show V / ((s + ε * w) / ε) / 1 = ε * V / (s + ε * w)
    field_simp
  have h : seriesField ![s, w] ![ε, 1] V = ![V / (s + ε * w), ε * V / (s + ε * w)] := by
    funext i
    fin_cases i
    · exact h0
    · exact h1
  rw [isMinimiser_iff hd he, h]

/-- With total thickness `L = ∑ dᵢ`, the series permittivity `L / S` is at most the
thickness-weighted mean permittivity `(∑ dᵢ eᵢ) / L`. -/
theorem series_permittivity_le_mean (hd : ∀ i, 0 < d i) (he : ∀ i, 0 < e i) :
    (∑ i, d i) / elastance d e ≤ (∑ i, d i * e i) / ∑ i, d i := by
  have hL : 0 < ∑ i, d i := Finset.sum_pos (fun i _ => hd i) Finset.univ_nonempty
  -- the uniform unit field is a trial field with drop `L`
  have hmin := ((isMinimiser_iff hd he (∑ i, d i) _).2 rfl).2 (fun _ => 1) (by simp [voltage])
  have hu : energy d e (fun _ => 1) = ∑ i, d i * e i := by simp [energy]
  rw [energy_seriesField hd he, hu] at hmin
  rw [le_div_iff₀ hL]
  calc (∑ i, d i) / elastance d e * ∑ i, d i = (∑ i, d i) ^ 2 / elastance d e := by ring
    _ ≤ ∑ i, d i * e i := hmin

end

end LayeredDielectric
```

```lean
#print axioms LayeredDielectric.energy_seriesField
#print axioms LayeredDielectric.isMinimiser_iff_displacement_continuous
#print axioms LayeredDielectric.slab_and_vacuum
#print axioms LayeredDielectric.series_permittivity_le_mean
```

```
'LayeredDielectric.energy_seriesField' depends on axioms: [propext, Classical.choice, Quot.sound]
'LayeredDielectric.isMinimiser_iff_displacement_continuous' depends on axioms: [propext, Classical.choice, Quot.sound]
'LayeredDielectric.slab_and_vacuum' depends on axioms: [propext, Classical.choice, Quot.sound]
'LayeredDielectric.series_permittivity_le_mean' depends on axioms: [propext, Classical.choice, Quot.sound]
```

## Definitions and theorems in words

The layers are the elements of a finite type `ι`, and `[Nonempty ι]` says that there is at least one. Thicknesses, permittivities and fields are functions `ι → ℝ`: one real number per layer, so the permittivity is a scalar and the field is its signed normal component. The type carries no order, so nothing depends on the sequence in which the layers are stacked. The definitions `voltage`, `energy`, `elastance`, `displacement` and `seriesField` are $\mathcal V$, $W$, $S$, $D$ and $E^\ast$. The hypotheses `hd` and `he` are the positivity of all $d_i$ and all $e_i$, and `V` is any real number, zero and negative values included.

`IsMinimiser d e V E` says that `E` has drop `V` and that its energy is at most that of every field `F` with drop `V`. The inequality is not strict, so uniqueness is derived and not built in. Minimisation at fixed drop is the postulate of the model. It stands for the variational principle of electrostatics in a linear medium, where the potential is prescribed at the two ends and no free charge sits in between.

The main theorem `isMinimiser_iff` states `IsMinimiser d e V E ↔ E = seriesField d e V`; right to left this is existence, left to right uniqueness. `isMinimiser_iff_displacement_continuous` says that, for a field already known to have drop `V`, minimality is equivalent to `∀ i j, e i * E i = e j * E j`, which is Gauss's law at interfaces without free charge. `vacuum_field_screening` needs a layer with `e j = 1` inside the stack, and the vacuum field is the field of the minimiser in that layer. Since `he` allows $e_i < 1$, the theorem states a division by $e_i$, which is a reduction in magnitude when $e_i > 1$ and $V \ne 0$. In `slab_and_vacuum` the index type is `Fin 2`, with layer $0$ the slab and layer $1$ the vacuum, as in `![s, w]` and `![ε, 1]`. `series_permittivity_le_mean` is the inequality of means and says nothing about the case of equality.

## How the tactics follow the algebra

`elastance_pos` is `Finset.sum_pos` applied to the quotients $d_i/e_i$. `voltage_seriesField` pulls $D$ out of the sum with `Finset.mul_sum` and cancels $S$. In `energy_decomposition`, the local identity `h` is the single-layer expansion, closed by `field_simp` and `ring`; `hsum` adds it over the layers for an arbitrary constant `D`; `key` specialises it to the displacement, where `E - seriesField d e V` is the layerwise difference; the last lines insert $D = V/S$. `energy_seriesField` applies the decomposition to the series field itself, where `sub_self` turns the deviation into zero.

In `isMinimiser_iff`, `hnn` supplies the non-negativity of each term. The forward direction tests minimality against the series field in `h1`, squeezes the remainder to zero in `h3`, passes from the sum to a single term by `Finset.sum_eq_zero_iff_of_nonneg`, and removes the factor $d_i e_i$ and the square. The backward direction is the decomposition followed by `linarith`. The four corollaries go through this theorem: `hV` is the relation $V = e_i E_i S$, `hS` in `slab_and_vacuum` is the two-layer elastance, and `hmin` in the last theorem is minimality of the series field at drop $L$ tested on `fun _ => 1`.

## Reach of the theorems for a code

The theorems are exact statements about real numbers in the layer model. A routine that distributes a drop $V$ over planar linear layers has one correct answer to reproduce, and by the decomposition the excess energy of any field with the right drop is quadratic in its deviation from that answer, so at a finite tolerance agreement of energies is the less sensitive test: a small error in the fields shows in the energy only at second order, although exact agreement of energies at the right drop does force the fields to agree. The model contains no free charge, no spontaneous polarisation, no nonlinear or nonlocal response, no in-plane variation and no metallic layer, and charged cells fall outside it. It takes $d_i$ and $e_i$ as given, whereas the thickness of an atomistic slab is a matter of convention, on which an extracted $\varepsilon$ depends. The link to sawtooth potentials and dipole corrections above, and the examples and the reformulation below, are ordinary arguments that the file does not state as theorems.

## Negative permittivity and zero thickness

Positivity of $S$ alone is not enough for the theorem. The example uses a negative static permittivity, which is not a stable linear dielectric of the kind the model describes; it tests the hypothesis `he` and does not describe a material. For two layers with $d_0 = d_1 = 1$, $e_0 = 1$ and $e_1 = -2$, the elastance is $S = 1/2$, and the series field $(2V, -V)$ has drop $V$ and a common displacement $2V$. The fields $(V - t, t)$ with real $t$ also have drop $V$, and their energy $(V - t)^2 - 2t^2$ is unbounded below as $t$ grows. No minimiser exists, and the series field is only a stationary point, in fact the maximum along the constraint. A layer of zero thickness is no physical layer and its field has no meaning, but in the formal statement it breaks uniqueness: with $d_0 = 1$, $d_1 = 0$ and $e_0 = e_1 = 1$, every field $(V, t)$ has drop $V$ and energy $V^2$, so all of them are minimisers while the series field is $(V, V)$.

## Interface potentials as unknowns

A finite-difference Poisson solver stores potentials and not fields. For $n$ ordered layers $i = 0, \dots, n-1$ the unknowns would be potentials $\phi_0, \dots, \phi_n$ at the boundaries, with $E_i = (\phi_i - \phi_{i+1})/d_i$ and the end values fixed so that $\phi_0 - \phi_n = V$. The drop then holds by telescoping, the minimisation runs without constraint over the $n - 1$ interior potentials, and stationarity in $\phi_{i+1}$ gives $e_i E_i = e_{i+1} E_{i+1}$ for neighbouring layers. The minimising fields are the same. That version needs an order on the layers and an induction along the stack to get from neighbours to all pairs, and it gives a natural place for a sheet of free charge at an interface, which the field formulation used here leaves out.
